# A one-plus-two-body Hamiltonian couples only determinants within two orbital replacements, which bounds the number of nonzero entries in every CI row

A Slater determinant is represented here by its set of occupied spin orbitals, and operators are matrices indexed by such sets. The orbital basis is finite and orthonormal, and determinants of all electron numbers are included. The selection rules are derived here from how annihilation operators act.

In Lean 4 with Mathlib:

```lean
import Mathlib

open Matrix

namespace CIMatrixSparsity

noncomputable section

variable {M : ℕ}
```

`M` is the number of spin orbitals. Their labels form the type `Fin M`, so a determinant is a `Finset (Fin M)`.

```lean
/-- The operator annihilating an electron in spin orbital `p`, as a matrix between determinants
labelled by their occupied sets. The sign counts the occupied orbitals that precede `p`. -/
def annihilate (p : Fin M) : Matrix (Finset (Fin M)) (Finset (Fin M)) ℂ :=
  Matrix.of fun S T =>
    if p ∈ T ∧ S = T.erase p then (-1) ^ (T.filter (· < p)).card else 0
```

With row \(S\) and column \(T\), this is \(\langle S|a_p|T\rangle\). It is nonzero only if \(p\in T\) and \(S=T\setminus\{p\}\); its sign is \((-1)^n\), where \(n\) counts the orbitals of \(T\) below \(p\).

```lean
/-- The product of the annihilation operators of a list of spin orbitals, in the given order. -/
def annString (l : List (Fin M)) : Matrix (Finset (Fin M)) (Finset (Fin M)) ℂ :=
  (l.map annihilate).prod
```

The list \(l=[p_1,\dots,p_k]\) gives \(A_l=a_{p_1}\cdots a_{p_k}\), and the empty list gives the identity.

```lean
/-- The second-quantized Hamiltonian with one-body coefficients `h` and two-body
coefficients `g`. -/
def hamiltonian (h : Fin M → Fin M → ℂ) (g : Fin M → Fin M → Fin M → Fin M → ℂ) :
    Matrix (Finset (Fin M)) (Finset (Fin M)) ℂ :=
  (∑ p, ∑ q, h p q • ((annihilate p)ᴴ * annihilate q)) +
    (1 / 2 : ℂ) • (∑ p, ∑ q, ∑ r, ∑ s, g p q r s •
      ((annihilate p)ᴴ * (annihilate q)ᴴ * annihilate s * annihilate r))
```

The conjugate transpose `ᴴ` turns annihilators into creators, so this reads

\[
H=\sum_{pq}h_{pq}\,a_p^\dagger a_q+\tfrac12\sum_{pqrs}g_{pqrs}\,a_p^\dagger a_q^\dagger a_s a_r .
\]

The complex coefficients stand for the one-electron and interaction integrals. They are arbitrary; not even Hermiticity is assumed.

```lean
/-- A string of annihilation operators has a nonzero element between `S` and `T` only if `S` is
contained in `T` and has fewer electrons by the length of the string. -/
theorem annString_support (l : List (Fin M)) {S T : Finset (Fin M)}
    (hne : annString l S T ≠ 0) : S ⊆ T ∧ T.card = S.card + l.length := by
  induction l generalizing S T with
  | nil =>
    have hST : S = T := by
      by_contra hc
      exact hne (by simp [annString, hc])
    subst hST
    simp
  | cons p l ih =>
    have hmul : annString (p :: l) = annihilate p * annString l := by simp [annString]
    rw [hmul, Matrix.mul_apply] at hne
    -- some intermediate determinant `U` contributes
    obtain ⟨U, -, hU⟩ := Finset.exists_ne_zero_of_sum_ne_zero hne
    have h1 : p ∈ U ∧ S = U.erase p := by
      by_contra hc
      exact hU (by simp only [annihilate, Matrix.of_apply, if_neg hc, zero_mul])
    obtain ⟨hsub, hcard⟩ := ih (right_ne_zero_of_mul hU)
    obtain ⟨hp, rfl⟩ := h1
    have hc := Finset.card_erase_add_one hp
    exact ⟨(Finset.erase_subset _ _).trans hsub, by simp only [List.length_cons]; omega⟩
```

If \(\langle S|A_l|T\rangle\neq0\) for a list of length \(k\), then \(S\subseteq T\) and \(|T|=|S|+k\). The proof is by induction on the list. For the empty list, \(S=T\). For one more operator,

\[
\langle S|a_pA_l|T\rangle=\sum_U\langle S|a_p|U\rangle\langle U|A_l|T\rangle .
\]

A nonzero sum has a nonzero term, which `obtain` extracts. For its \(U\), \(S=U\setminus\{p\}\) with \(p\in U\), while the induction hypothesis gives \(U\subseteq T\) and \(|T|=|U|+k\). Hence \(S\subseteq T\) and \(|T|=|S|+k+1\); `omega` does the arithmetic.

```lean
/-- A string of `k` creation operators to the left of `k` annihilation operators couples only
determinants with equally many electrons that differ in at most `k` orbitals. -/
theorem kBody_support (l m : List (Fin M)) (hlen : l.length = m.length) {S T : Finset (Fin M)}
    (hne : ((annString l)ᴴ * annString m) S T ≠ 0) :
    T.card = S.card ∧ (T \ S).card ≤ m.length := by
  rw [Matrix.mul_apply] at hne
  obtain ⟨U, -, hU⟩ := Finset.exists_ne_zero_of_sum_ne_zero hne
  have hl : annString l U S ≠ 0 := by
    intro h0
    exact left_ne_zero_of_mul hU (by rw [Matrix.conjTranspose_apply, h0, star_zero])
  -- `U` is a common subset of `S` and `T`
  obtain ⟨hUS, hS⟩ := annString_support l hl
  obtain ⟨hUT, hT⟩ := annString_support m (right_ne_zero_of_mul hU)
  have h1 : (T \ S).card ≤ (T \ U).card :=
    Finset.card_le_card (Finset.sdiff_subset_sdiff (Finset.Subset.refl T) hUS)
  have h2 := Finset.card_sdiff_add_card_eq_card hUT
  constructor <;> omega
```

Now take lists \(l,m\) of equal length \(k\). In

\[
\langle S|A_l^\dagger A_m|T\rangle=\sum_U\overline{\langle U|A_l|S\rangle}\,\langle U|A_m|T\rangle,
\]

a nonzero term has \(U\subseteq S\), \(U\subseteq T\) and \(|S|=|U|+k=|T|\). Therefore \(|T\setminus S|\le|T\setminus U|=k\): electron number is conserved and at most \(k\) orbitals are replaced.

```lean
/-- The one-plus-two-body Hamiltonian couples only determinants with equally many electrons that
differ in at most two orbitals. -/
theorem hamiltonian_support (h : Fin M → Fin M → ℂ) (g : Fin M → Fin M → Fin M → Fin M → ℂ)
    {S T : Finset (Fin M)} (hne : hamiltonian h g S T ≠ 0) :
    T.card = S.card ∧ (T \ S).card ≤ 2 := by
  by_contra hc
  apply hne
  have h1 : ∀ p q : Fin M, ((annihilate p)ᴴ * annihilate q) S T = 0 := by
    intro p q
    by_contra h0
    have hk := kBody_support [p] [q] rfl (S := S) (T := T) (by simpa [annString] using h0)
    exact hc ⟨hk.1, hk.2.trans (by simp)⟩
  have h2 : ∀ p q r s : Fin M,
      ((annihilate p)ᴴ * (annihilate q)ᴴ * annihilate s * annihilate r) S T = 0 := by
    intro p q r s
    by_contra h0
    have hk := kBody_support [q, p] [s, r] rfl (S := S) (T := T)
      (by simpa [annString, Matrix.conjTranspose_mul, Matrix.mul_assoc] using h0)
    exact hc ⟨hk.1, hk.2.trans (by simp)⟩
  simp only [hamiltonian, Matrix.add_apply, Matrix.smul_apply, Matrix.sum_apply, h1, h2,
    smul_eq_mul, mul_zero, Finset.sum_const_zero, add_zero]
```

Each one-body term is the case \(k=1\). Each two-body term is the case \(k=2\), because \(a_p^\dagger a_q^\dagger=(a_qa_p)^\dagger\), which is why the list `[q, p]` appears reversed. If \(S\) and \(T\) violate either conclusion, every term vanishes (`h1`, `h2`), and so does \(\langle S|H|T\rangle\).

```lean
/-- Sparsity of the CI matrix: elements between determinants differing in more than two orbitals
vanish, and the row of an `N`-electron determinant in `M` spin orbitals has at most
`1 + N(M-N) + C(N,2) C(M-N,2)` nonzero entries. -/
theorem ci_row_sparsity (h : Fin M → Fin M → ℂ) (g : Fin M → Fin M → Fin M → Fin M → ℂ)
    {N : ℕ} (S : Finset (Fin M)) (hS : S.card = N) :
    (∀ T, 2 < (T \ S).card → hamiltonian h g S T = 0) ∧
    (Finset.univ.filter (fun T => hamiltonian h g S T ≠ 0)).card ≤
      1 + N * (M - N) + N.choose 2 * (M - N).choose 2 := by
  constructor
  · intro T hT
    by_contra hne
    exact absurd (hamiltonian_support h g hne).2 (not_le_of_gt hT)
  -- `R m`: remove `m` occupied orbitals and fill `m` empty ones
  let R : ℕ → Finset (Finset (Fin M)) := fun m =>
    (Finset.powersetCard m S ×ˢ Finset.powersetCard m Sᶜ).image (fun x => (S \ x.1) ∪ x.2)
  have hR : ∀ m, (R m).card ≤ N.choose m * (M - N).choose m := by
    intro m
    refine le_trans Finset.card_image_le (le_of_eq ?_)
    simp [Finset.card_compl, hS]
  have hsub : Finset.univ.filter (fun T => hamiltonian h g S T ≠ 0) ⊆
      (Finset.range 3).biUnion R := by
    intro T hT
    obtain ⟨hc, h2⟩ := hamiltonian_support h g (Finset.mem_filter.mp hT).2
    have e1 := Finset.card_sdiff_add_card_inter S T
    have e2 := Finset.card_sdiff_add_card_inter T S
    rw [Finset.inter_comm] at e2
    refine Finset.mem_biUnion.mpr ⟨(T \ S).card, Finset.mem_range.mpr (by omega), ?_⟩
    refine Finset.mem_image.mpr ⟨(S \ T, T \ S), Finset.mem_product.mpr ⟨?_, ?_⟩, ?_⟩
    · exact Finset.mem_powersetCard.mpr ⟨Finset.sdiff_subset, by dsimp only; omega⟩
    · refine Finset.mem_powersetCard.mpr ⟨fun x hx => ?_, rfl⟩
      exact Finset.mem_compl.mpr (Finset.mem_sdiff.mp hx).2
    · ext x
      simp only [Finset.mem_union, Finset.mem_sdiff]
      tauto
  calc _ ≤ ((Finset.range 3).biUnion R).card := Finset.card_le_card hsub
    _ ≤ ∑ m ∈ Finset.range 3, (R m).card := Finset.card_biUnion_le
    _ ≤ ∑ m ∈ Finset.range 3, N.choose m * (M - N).choose m :=
        Finset.sum_le_sum fun m _ => hR m
    _ = _ := by simp [Finset.sum_range_succ]
```

For \(|S|=N\), the first part says that \(\langle S|H|T\rangle=0\) whenever \(|T\setminus S|>2\). The second bounds the number of nonzero entries in row \(S\), with \(T\) running over all electron numbers. No hypothesis \(N\le M\) is needed, since \(S\) is a set of \(N\) of the \(M\) orbitals.

Let \(T\) be coupled to \(S\), and put \(m=|T\setminus S|\le2\). Equal electron numbers give \(|S\setminus T|=m\), and

\[
T=\bigl(S\setminus(S\setminus T)\bigr)\cup(T\setminus S).
\]

So \(T\) arises by removing \(m\) of \(N\) occupied orbitals and filling \(m\) of \(M-N\) empty ones. The set `R m` collects these results, and `hsub` places every coupled determinant in some `R m`. The `calc` chain adds the sizes:

\[
\sum_{m=0}^{2}\binom Nm\binom{M-N}m=1+N(M-N)+\binom N2\binom{M-N}2 .
\]

For \(M=8\) and \(N=4\), the bound is \(1+16+36=53\), out of \(\binom84=70\) four-electron determinants. The other 17 are the \(4\cdot4=16\) triple replacements and the single quadruple one.

When a CI matrix over determinants is stored in sparse form, this limits the number of entries per row.

```lean
/-- The `n`-th power of the Hamiltonian couples only determinants with equally many electrons that
differ in at most `2n` orbitals. -/
theorem hamiltonian_pow_support (h : Fin M → Fin M → ℂ)
    (g : Fin M → Fin M → Fin M → Fin M → ℂ) (n : ℕ) {S T : Finset (Fin M)}
    (hne : (hamiltonian h g ^ n) S T ≠ 0) : T.card = S.card ∧ (T \ S).card ≤ 2 * n := by
  induction n generalizing T with
  | zero =>
    have hST : S = T := by
      by_contra hc
      exact hne (by rw [pow_zero, Matrix.one_apply, if_neg hc])
    subst hST
    simp
  | succ n ih =>
    rw [pow_succ, Matrix.mul_apply] at hne
    obtain ⟨U, -, hU⟩ := Finset.exists_ne_zero_of_sum_ne_zero hne
    obtain ⟨c1, d1⟩ := ih (left_ne_zero_of_mul hU)
    obtain ⟨c2, d2⟩ := hamiltonian_support h g (right_ne_zero_of_mul hU)
    -- replacements obey a triangle inequality
    have hsub : T \ S ⊆ (T \ U) ∪ (U \ S) := by
      intro x
      simp only [Finset.mem_union, Finset.mem_sdiff]
      tauto
    have h3 := (Finset.card_le_card hsub).trans (Finset.card_union_le _ _)
    constructor <;> omega
```

For \(H^n\), the limit is \(2n\) replacements. The induction inserts an intermediate \(U\) and uses \(T\setminus S\subseteq(T\setminus U)\cup(U\setminus S)\), so each factor of \(H\) adds at most two. In a finite-basis Krylov calculation started from one determinant, this limits the excitation level reached after \(n\) multiplications.

```lean
/-- Removing the electrons in two distinct orbitals `r`, `s` from the determinant made of `U` and
these two orbitals, both outside `U`, gives the determinant `U` times a factor of modulus one. -/
theorem annihilate_pair {r s : Fin M} {U : Finset (Fin M)} (hrs : r ≠ s) (hr : r ∉ U)
    (hs : s ∉ U) : ∃ ε : ℂ, ‖ε‖ = 1 ∧ ∀ V,
      (annihilate s * annihilate r) V (insert r (insert s U)) = if V = U then ε else 0 := by
  have hT1 : (insert r (insert s U)).erase r = insert s U :=
    Finset.erase_insert (by simp [hrs, hr])
  have hT2 : (insert s U).erase s = U := Finset.erase_insert hs
  refine ⟨(-1) ^ ((insert s U).filter (· < s)).card *
    (-1) ^ ((insert r (insert s U)).filter (· < r)).card, by simp, fun V => ?_⟩
  rw [Matrix.mul_apply, Finset.sum_eq_single (insert s U)]
  · simp only [annihilate, Matrix.of_apply, hT1, hT2, Finset.mem_insert_self, true_and,
      and_self, if_true, ite_mul, zero_mul]
  · intro W _ hW
    simp only [annihilate, Matrix.of_apply, hT1, hW, and_false, if_false, mul_zero]
  · intro hh
    exact absurd (Finset.mem_univ _) hh
```

For distinct \(r,s\notin U\), this says \(a_sa_r|U\cup\{r,s\}\rangle=\varepsilon|U\rangle\) with \(|\varepsilon|=1\). Removing \(r\) leaves only \(U\cup\{s\}\) as intermediate determinant; removing \(s\) then leaves \(U\). The factor \(\varepsilon\) is the product of the two signs.

```lean
/-- The limit of two replacements is sharp: for four distinct orbitals outside `U`, the determinants
`U ∪ {p, q}` and `U ∪ {r, s}` differ in exactly two orbitals, and a two-body string has an element
of modulus one between them. -/
theorem two_replacements_sharp {p q r s : Fin M} {U : Finset (Fin M)}
    (hpq : p ≠ q) (hrs : r ≠ s) (hrp : r ≠ p) (hrq : r ≠ q) (hsp : s ≠ p) (hsq : s ≠ q)
    (hp : p ∉ U) (hq : q ∉ U) (hr : r ∉ U) (hs : s ∉ U) :
    (insert r (insert s U) \ insert p (insert q U)).card = 2 ∧
    ‖((annihilate p)ᴴ * (annihilate q)ᴴ * annihilate s * annihilate r)
      (insert p (insert q U)) (insert r (insert s U))‖ = 1 := by
  constructor
  · have hd : insert r (insert s U) \ insert p (insert q U) = {r, s} := by
      ext x
      simp only [Finset.mem_sdiff, Finset.mem_insert, Finset.mem_singleton]
      constructor
      · tauto
      · rintro (rfl | rfl) <;> tauto
    rw [hd, Finset.card_pair hrs]
  · obtain ⟨ε₁, n1, h1⟩ := annihilate_pair hpq hp hq
    obtain ⟨ε₂, n2, h2⟩ := annihilate_pair hrs hr hs
    have hop : (annihilate p)ᴴ * (annihilate q)ᴴ * annihilate s * annihilate r =
        (annihilate q * annihilate p)ᴴ * (annihilate s * annihilate r) := by
      rw [Matrix.conjTranspose_mul]
      simp only [Matrix.mul_assoc]
    -- only the common core `U` contributes as intermediate determinant
    rw [hop, Matrix.mul_apply, Finset.sum_eq_single U]
    · simp only [Matrix.conjTranspose_apply, h1, h2, if_true]
      rw [norm_mul, norm_star, n1, n2, one_mul]
    · intro W _ hW
      simp only [h2, hW, if_false, mul_zero]
    · intro hh
      exact absurd (Finset.mem_univ _) hh

end

end CIMatrixSparsity
```

Take four distinct orbitals outside \(U\), and set \(S=U\cup\{p,q\}\), \(T=U\cup\{r,s\}\). Then \(T\setminus S=\{r,s\}\) has two elements. Only the common core \(U\) contributes as intermediate determinant, so

\[
\bigl|\langle S|a_p^\dagger a_q^\dagger a_sa_r|T\rangle\bigr|=|\overline{\varepsilon_1}\,\varepsilon_2|=1 .
\]

Two replacements are thus attained by a single two-body string. In a particular \(H\), several strings contribute to the same element, and their coefficients may cancel.

```lean
#print axioms CIMatrixSparsity.hamiltonian_support
-- 'CIMatrixSparsity.hamiltonian_support' depends on axioms: [propext, Classical.choice, Quot.sound]
#print axioms CIMatrixSparsity.ci_row_sparsity
-- 'CIMatrixSparsity.ci_row_sparsity' depends on axioms: [propext, Classical.choice, Quot.sound]
#print axioms CIMatrixSparsity.hamiltonian_pow_support
-- 'CIMatrixSparsity.hamiltonian_pow_support' depends on axioms: [propext, Classical.choice, Quot.sound]
#print axioms CIMatrixSparsity.two_replacements_sharp
-- 'CIMatrixSparsity.two_replacements_sharp' depends on axioms: [propext, Classical.choice, Quot.sound]
```
